# Strang splitting with bounded generators: exact reversibility and an error bound of order 1/n²

Let A and B be elements of a complete real normed algebra, and let

S(h) = exp(hB/2) exp(hA) exp(hB/2).

Then S(h) S(−h) = 1 for every real h. For every real t and every integer n ≥ 1, with R = |t|(‖A‖ + ‖B‖),

‖S(t/n)ⁿ − exp(t(A+B))‖ ≤ (R³ e^R / 3) / n².

## Kicks and drifts

A linear evolution du/dt = (A+B)u has the exact propagator exp(t(A+B)). Often A and B are each easy to exponentiate while their sum is not, and one then alternates the two partial evolutions.

For a harmonic oscillator of unit mass and frequency, with position x, velocity v and u = (x, v), take

A = [[0, 1], [0, 0]], B = [[0, 0], [−1, 0]].

Here exp(hA) is a drift, x → x + hv, and exp(hB/2) is a half kick, v → v − hx/2. The step S(h) is velocity Verlet, so for harmonic systems with finitely many coordinates the theorem bounds the error of a standard molecular dynamics integrator.

## What the two theorems say

The type `E`, with its instances `NormedRing`, `NormedAlgebra ℝ` and `CompleteSpace`, is the algebra containing the generators and propagators. Square matrices with an operator norm are an example. The product need not commute, and ‖1‖ = 1 is not assumed. `strang A B h` is S(h), and `exp` is the exponential power series in `E`. Factors such as −i/ħ are absorbed into A and B.

`strang_reversible` says that a step of length −h undoes a step of length h. `strang_global_error` is the displayed bound, with a constant that depends on t, A and B but not on n.

Both generators have finite norm. The Trotter product formula for unbounded operators, such as the kinetic energy of a particle in continuous space, is a harder result that does not follow from this one. Nor do the theorems address symplecticity or energy drift, and the constant grows exponentially with |t|.

## One step, to second order

Write the tails of the scalar exponential as

T₁(r) = e^r − 1, T₂(r) = e^r − 1 − r, T₃(r) = e^r − 1 − r − r²/2.

Say that z has expansion (p, q) with size r if ‖p‖ ≤ r and

‖z − 1‖ ≤ T₁(r), ‖z − 1 − p‖ ≤ T₂(r), ‖z − 1 − p − q‖ ≤ T₃(r).

If ‖x‖ ≤ r, then exp x has expansion (x, x²/2) with size r, because ‖xᵏ‖ ≤ rᵏ for k ≥ 1 and each tail starts at k = 1 or later.

Expansions multiply. If z has (p, q) with size r and z′ has (p′, q′) with size s, then

zz′ − 1 = (z−1)(z′−1) + (z−1) + (z′−1),

zz′ − 1 − p − p′ = (z−1)(z′−1) + (z−1−p) + (z′−1−p′),

zz′ − 1 − p − p′ − (q + pp′ + q′) = (z−1−p)(z′−1) + p(z′−1−p′) + (z−1−p−q) + (z′−1−p′−q′).

Taking norms gives the bounds

T₁(r)T₁(s) + T₁(r) + T₁(s) = T₁(r+s),

T₁(r)T₁(s) + T₂(r) + T₂(s) = T₂(r+s),

T₂(r)T₁(s) + rT₂(s) + T₃(r) + T₃(s) = T₃(r+s).

So zz′ has expansion (p + p′, q + pp′ + q′) with size r + s.

For the three factors of S(h), the first-order parts add to h(A+B). The second-order part is

h²(B²/8 + A²/2 + B²/8 + BA/2 + AB/2 + B²/4) = h²(A+B)²/2.

The symmetric order makes AB and BA appear with equal weight. The size is r = |h|(‖A‖ + ‖B‖). Since ‖h(A+B)‖ ≤ r, the exact propagator has the same expansion with the same size, and therefore

‖S(h) − exp(h(A+B))‖ ≤ 2T₃(r).

From (k+3)! ≥ 6 k! we get

T₃(r) = Σ_{k≥0} r^(k+3)/(k+3)! ≤ (r³/6) e^r,

so the one-step error is at most r³e^r/3.

## From one step to n steps

Write n = m + 1, X = S(t/n), Y = exp((t/n)(A+B)) and M = e^(R/n). Both X and Y lie within M − 1 of the identity. For any Z,

‖XZ‖ ≤ ‖(X−1)Z‖ + ‖Z‖ ≤ M‖Z‖,

and likewise ‖ZY‖ ≤ M‖Z‖. Telescoping,

X^(m+1) − Y^(m+1) = Σ_{j=0}^{m} Xʲ (X−Y) Y^(m−j),

so the norm is at most (m+1) Mᵐ ‖X−Y‖. Since Yⁿ = exp(t(A+B)), inserting the one-step error with r = R/n gives

n · e^(mR/n) · (R/n)³ e^(R/n)/3 = R³e^R/(3n²).

Reversibility needs no estimate. In

S(h)S(−h) = exp(hB/2) exp(hA) exp(hB/2) exp(−hB/2) exp(−hA) exp(−hB/2),

the middle pair cancels, then the A pair, then the outer pair.

## The oscillator at t = 1

Multiplying the three matrices gives

S(h) = [[1 − h²/2, h], [−h + h³/4, 1 − h²/2]].

Hence S(1) = [[1/2, 1], [−3/4, 1/2]] and S(−1) = [[1/2, −1], [3/4, 1/2]], whose product is the identity. The exact propagator is

[[cos 1, sin 1], [−sin 1, cos 1]] ≈ [[0.5403, 0.8415], [−0.8415, 0.5403]].

Two half-length steps give S(1/2)² ≈ [[0.5313, 0.8750], [−0.8203, 0.5313]]. In the maximum row-sum norm, ‖A‖ = ‖B‖ = 1 and R = 2. The error is about 0.199 for n = 1 and 0.043 for n = 2, while the bounds are about 19.7 and 4.9. The bound is safe but loose, and the error falls by somewhat more than a factor of four.

## Without completeness

Take the polynomial functions on [0, 1] with the maximum norm, A = x and B = 0. For h ≠ 0 the series for exp(hA) tends to e^(hx), which is not a polynomial, so the step does not exist in the algebra. Lean assigns the value 0 to such a sum, and S(h)S(−h) = 1 then fails.

## The Lean file and its proof

```lean
import Mathlib

open Filter Topology
open NormedSpace (exp)

namespace StrangSplitting

noncomputable section

variable {E : Type*} [NormedRing E] [NormedAlgebra ℝ E] [CompleteSpace E]

/-- One time step of length `h` of the symmetric Trotter (Strang) splitting:
half a step with `B`, a full step with `A`, half a step with `B`. -/
def strang (A B : E) (h : ℝ) : E :=
  exp ((h / 2) • B) * exp (h • A) * exp ((h / 2) • B)

/-- The element `z` has first-order part `p` and second-order part `q`, with errors bounded
by the tails of the scalar exponential series at `r`. -/
structure Jet (z p q : E) (r : ℝ) : Prop where
  size : ‖p‖ ≤ r
  zeroth : ‖z - 1‖ ≤ Real.exp r - 1
  first : ‖z - (1 + p)‖ ≤ Real.exp r - (1 + r)
  second : ‖z - (1 + p + q)‖ ≤ Real.exp r - (1 + r + 2⁻¹ * r ^ 2)

/-- The exponential series of a real number sums to its exponential. -/
theorem hasSum_real_exp (r : ℝ) :
    HasSum (fun k : ℕ => (k.factorial : ℝ)⁻¹ * r ^ k) (Real.exp r) := by
  have hs : Summable (fun k : ℕ => (k.factorial : ℝ)⁻¹ * r ^ k) := by
    simpa only [div_eq_inv_mul] using Real.summable_pow_div_factorial r
  have he : Real.exp r = ∑' k : ℕ, (k.factorial : ℝ)⁻¹ * r ^ k := by
    rw [Real.exp_eq_exp_ℝ]
    exact congrFun (NormedSpace.exp_eq_tsum ℝ) r
  rw [he]
  exact hs.hasSum

/-- The propagator `exp x` equals `1 + x + x²/2` up to errors bounded by the scalar
exponential tails at any `r ≥ ‖x‖`. -/
theorem exp_jet {x : E} {r : ℝ} (hr : ‖x‖ ≤ r) :
    Jet (exp x) x ((2 : ℝ)⁻¹ • x ^ 2) r := by
  -- termwise comparison of the two series after the first `N + 1` terms
  have key : ∀ N : ℕ,
      ‖exp x - ∑ k ∈ Finset.range (N + 1), (k.factorial : ℝ)⁻¹ • x ^ k‖ ≤
        Real.exp r - ∑ k ∈ Finset.range (N + 1), (k.factorial : ℝ)⁻¹ * r ^ k := by
    intro N
    have hg := (hasSum_nat_add_iff' (N + 1)).2 (hasSum_real_exp r)
    have hb : ∀ k : ℕ, ‖((k + (N + 1)).factorial : ℝ)⁻¹ • x ^ (k + (N + 1))‖ ≤
        ((k + (N + 1)).factorial : ℝ)⁻¹ * r ^ (k + (N + 1)) := by
      intro k
      rw [norm_smul, Real.norm_of_nonneg (by positivity)]
      exact mul_le_mul_of_nonneg_left ((norm_pow_le' x (by omega)).trans
        (pow_le_pow_left₀ (norm_nonneg x) hr _)) (by positivity)
    have hf : Summable (fun k : ℕ => (k.factorial : ℝ)⁻¹ • x ^ k) :=
      (summable_nat_add_iff (N + 1)).1 (Summable.of_norm_bounded hg.summable hb)
    have he : exp x = ∑' k : ℕ, (k.factorial : ℝ)⁻¹ • x ^ k :=
      congrFun (NormedSpace.exp_eq_tsum ℝ) x
    have hx : HasSum (fun k : ℕ => (k.factorial : ℝ)⁻¹ • x ^ k) (exp x) := by
      rw [he]
      exact hf.hasSum
    exact ((hasSum_nat_add_iff' (N + 1)).2 hx).norm_le_of_bounded hg hb
  refine ⟨hr, ?_, ?_, ?_⟩
  · simpa using key 0
  · simpa [Finset.sum_range_succ] using key 1
  · simpa [Finset.sum_range_succ, Nat.factorial] using key 2

omit [NormedAlgebra ℝ E] [CompleteSpace E] in
/-- Second-order expansions multiply: first-order parts add, second-order parts pick up
the ordered product `p * p'`, and the sizes add. -/
theorem Jet.mul {z p q z' p' q' : E} {r s : ℝ} (h : Jet z p q r) (h' : Jet z' p' q' s) :
    Jet (z * z') (p + p') (q + p * p' + q') (r + s) := by
  have hr : 0 ≤ r := (norm_nonneg p).trans h.size
  have h11 : ‖(z - 1) * (z' - 1)‖ ≤ (Real.exp r - 1) * (Real.exp s - 1) :=
    (norm_mul_le _ _).trans (mul_le_mul h.zeroth h'.zeroth (norm_nonneg _)
      ((norm_nonneg _).trans h.zeroth))
  have h21 : ‖(z - (1 + p)) * (z' - 1)‖ ≤ (Real.exp r - (1 + r)) * (Real.exp s - 1) :=
    (norm_mul_le _ _).trans (mul_le_mul h.first h'.zeroth (norm_nonneg _)
      ((norm_nonneg _).trans h.first))
  have h12 : ‖p * (z' - (1 + p'))‖ ≤ r * (Real.exp s - (1 + s)) :=
    (norm_mul_le _ _).trans (mul_le_mul h.size h'.first (norm_nonneg _) hr)
  refine ⟨(norm_add_le _ _).trans (add_le_add h.size h'.size), ?_, ?_, ?_⟩
  · have e : z * z' - 1 = (z - 1) * (z' - 1) + (z - 1) + (z' - 1) := by noncomm_ring
    rw [e, Real.exp_add]
    refine norm_add₃_le.trans ?_
    linarith [h.zeroth, h'.zeroth]
  · have e : z * z' - (1 + (p + p')) =
        (z - 1) * (z' - 1) + (z - (1 + p)) + (z' - (1 + p')) := by noncomm_ring
    rw [e, Real.exp_add]
    refine norm_add₃_le.trans ?_
    linarith [h.first, h'.first]
  · have e : z * z' - (1 + (p + p') + (q + p * p' + q')) =
        ((z - (1 + p)) * (z' - 1) + p * (z' - (1 + p'))) +
          (z - (1 + p + q)) + (z' - (1 + p' + q')) := by noncomm_ring
    rw [e, Real.exp_add]
    refine norm_add₃_le.trans ?_
    have h3 := norm_add_le ((z - (1 + p)) * (z' - 1)) (p * (z' - (1 + p')))
    linarith [h.second, h'.second]

/-- The Strang step has the second-order expansion `1 + h(A+B) + (h(A+B))²/2`, with errors
bounded by the scalar exponential tails at `|h|(‖A‖+‖B‖)`. -/
theorem strang_jet (A B : E) (h : ℝ) :
    Jet (strang A B h) (h • (A + B)) ((2 : ℝ)⁻¹ • (h • (A + B)) ^ 2)
      (|h| * (‖A‖ + ‖B‖)) := by
  have hB : ‖(h / 2) • B‖ ≤ |h| / 2 * ‖B‖ := by
    rw [norm_smul, Real.norm_eq_abs, abs_div, abs_two]
  have hA : ‖h • A‖ ≤ |h| * ‖A‖ := by rw [norm_smul, Real.norm_eq_abs]
  have j := ((exp_jet hB).mul (exp_jet hA)).mul (exp_jet hB)
  unfold strang
  convert j using 1
  · module
  · simp only [pow_two, smul_mul_assoc, mul_smul_comm, add_mul, mul_add, smul_add, smul_smul]
    module
  · ring

/-- One Strang step differs from the exact evolution by at most `r³ eʳ / 3`, where
`r = |h|(‖A‖+‖B‖)`. -/
theorem local_error (A B : E) (h : ℝ) :
    ‖strang A B h - exp (h • (A + B))‖ ≤
      (|h| * (‖A‖ + ‖B‖)) ^ 3 / 3 * Real.exp (|h| * (‖A‖ + ‖B‖)) := by
  have j := (strang_jet A B h).second
  have hn : ‖h • (A + B)‖ ≤ |h| * (‖A‖ + ‖B‖) :=
    (norm_smul_le _ _).trans (mul_le_mul_of_nonneg_left (norm_add_le A B) (abs_nonneg h))
  have k := (exp_jet hn).second
  have hr : 0 ≤ |h| * (‖A‖ + ‖B‖) := by positivity
  generalize |h| * (‖A‖ + ‖B‖) = r at *
  -- the scalar tail is at most `r³ eʳ / 6`, because `6 k! ≤ (k+3)!`
  have hk : ∀ i : ℕ, ((i + 3).factorial : ℝ)⁻¹ * r ^ (i + 3) ≤
      r ^ 3 / 6 * ((i.factorial : ℝ)⁻¹ * r ^ i) := by
    intro i
    have h1 : i.factorial * 6 ≤ (i + 3).factorial :=
      Nat.le_of_dvd (Nat.factorial_pos _) (Nat.factorial_mul_factorial_dvd_factorial_add i 3)
    have h2 : (i.factorial : ℝ) * 6 ≤ ((i + 3).factorial : ℝ) := by exact_mod_cast h1
    calc ((i + 3).factorial : ℝ)⁻¹ * r ^ (i + 3)
        ≤ ((i.factorial : ℝ) * 6)⁻¹ * r ^ (i + 3) :=
          mul_le_mul_of_nonneg_right (inv_anti₀ (by positivity) h2) (by positivity)
      _ = r ^ 3 / 6 * ((i.factorial : ℝ)⁻¹ * r ^ i) := by rw [mul_inv]; ring
  have tail : Real.exp r - (1 + r + 2⁻¹ * r ^ 2) ≤ r ^ 3 / 6 * Real.exp r := by
    simpa [Finset.sum_range_succ, Nat.factorial] using
      hasSum_le hk ((hasSum_nat_add_iff' 3).2 (hasSum_real_exp r))
        ((hasSum_real_exp r).mul_left (r ^ 3 / 6))
  have tri := norm_sub_le_norm_sub_add_norm_sub (strang A B h)
    (1 + h • (A + B) + (2 : ℝ)⁻¹ • (h • (A + B)) ^ 2) (exp (h • (A + B)))
  rw [norm_sub_rev (1 + h • (A + B) + (2 : ℝ)⁻¹ • (h • (A + B)) ^ 2)
    (exp (h • (A + B)))] at tri
  linarith

omit [NormedAlgebra ℝ E] [CompleteSpace E] in
/-- Error accumulation over `n + 1` steps: if `X` and `Y` lie within `M - 1` of the identity,
their powers differ by at most `(n+1) Mⁿ ‖X - Y‖`. -/
theorem norm_pow_sub_pow_le {X Y : E} {M : ℝ} (hX : ‖X - 1‖ ≤ M - 1)
    (hY : ‖Y - 1‖ ≤ M - 1) (n : ℕ) :
    ‖X ^ (n + 1) - Y ^ (n + 1)‖ ≤ (n + 1) * M ^ n * ‖X - Y‖ := by
  have hM : 0 ≤ M := by linarith [norm_nonneg (X - 1)]
  have left : ∀ Z : E, ‖X * Z‖ ≤ M * ‖Z‖ := by
    intro Z
    have e : X * Z = (X - 1) * Z + Z := by rw [sub_mul, one_mul, sub_add_cancel]
    rw [e]
    linarith [norm_add_le ((X - 1) * Z) Z, norm_mul_le (X - 1) Z,
      mul_le_mul_of_nonneg_right hX (norm_nonneg Z)]
  have right : ∀ (Z : E) (k : ℕ), ‖Z * Y ^ k‖ ≤ M ^ k * ‖Z‖ := by
    intro Z k
    induction k with
    | zero => simp
    | succ k ih =>
      have e : Z * Y ^ (k + 1) = Z * Y ^ k * (Y - 1) + Z * Y ^ k := by
        rw [pow_succ, ← mul_assoc, mul_sub, mul_one, sub_add_cancel]
      have e' : M ^ (k + 1) * ‖Z‖ = M ^ k * ‖Z‖ * M := by ring
      rw [e, e']
      linarith [norm_add_le (Z * Y ^ k * (Y - 1)) (Z * Y ^ k),
        norm_mul_le (Z * Y ^ k) (Y - 1),
        mul_le_mul_of_nonneg_left hY (norm_nonneg (Z * Y ^ k)),
        mul_le_mul_of_nonneg_right ih hM]
  induction n with
  | zero => simp
  | succ n ih =>
    have e : X ^ (n + 1 + 1) - Y ^ (n + 1 + 1) =
        X * (X ^ (n + 1) - Y ^ (n + 1)) + (X - Y) * Y ^ (n + 1) := by
      rw [pow_succ' X (n + 1), pow_succ' Y (n + 1), mul_sub, sub_mul]
      abel
    rw [e]
    calc _ ≤ M * ((n + 1) * M ^ n * ‖X - Y‖) + M ^ (n + 1) * ‖X - Y‖ :=
          (norm_add_le _ _).trans (add_le_add
            ((left _).trans (mul_le_mul_of_nonneg_left ih hM)) (right _ _))
      _ = _ := by push_cast; ring

/-- Evolution under a single generator for times `s` and `t` composes to evolution for
time `s + t`. -/
theorem exp_add_smul (X : E) (s t : ℝ) :
    exp ((s + t) • X) = exp (s • X) * exp (t • X) := by
  let _ : NormedAlgebra ℚ E := NormedAlgebra.restrictScalars ℚ ℝ E
  rw [add_smul]
  exact NormedSpace.exp_add_of_commute (((Commute.refl X).smul_left s).smul_right t)

/-- Time reversibility: a Strang step of length `-h` undoes a step of length `h`. -/
theorem strang_reversible (A B : E) (h : ℝ) : strang A B h * strang A B (-h) = 1 := by
  have key : ∀ (X : E) (s : ℝ), exp (s • X) * exp ((-s) • X) = 1 := by
    intro X s
    rw [← exp_add_smul, add_neg_cancel, zero_smul, NormedSpace.exp_zero]
  unfold strang
  rw [neg_div]
  -- cancel from the inside out
  calc _ = exp ((h / 2) • B) * (exp (h • A) * (exp ((h / 2) • B) * exp ((-(h / 2)) • B)) *
        exp ((-h) • A)) * exp ((-(h / 2)) • B) := by simp only [mul_assoc]
    _ = 1 := by rw [key, mul_one, key, mul_one, key]

/-- Second-order global accuracy: `n ≥ 1` Strang steps of length `t/n` reproduce the exact
evolution up to `(R³ e^R / 3) / n²`, where `R = |t|(‖A‖+‖B‖)`. -/
theorem strang_global_error (A B : E) (t : ℝ) {n : ℕ} (hn : 1 ≤ n) :
    ‖strang A B (t / n) ^ n - exp (t • (A + B))‖ ≤
      (|t| * (‖A‖ + ‖B‖)) ^ 3 * Real.exp (|t| * (‖A‖ + ‖B‖)) / 3 / (n : ℝ) ^ 2 := by
  obtain ⟨m, rfl⟩ : ∃ m, n = m + 1 := ⟨n - 1, by omega⟩
  obtain ⟨N, hN⟩ : ∃ N : ℝ, N = ((m + 1 : ℕ) : ℝ) := ⟨_, rfl⟩
  have hpos : 0 < N := by rw [hN]; positivity
  have hm : (m : ℝ) + 1 = N := by rw [hN]; push_cast; ring
  rw [← hN]
  -- the exact evolution is also a product of `n` equal steps
  have hp : ∀ k : ℕ, exp (((k : ℝ) * (t / N)) • (A + B)) = exp ((t / N) • (A + B)) ^ k := by
    intro k
    induction k with
    | zero => simp [NormedSpace.exp_zero]
    | succ k ih => rw [Nat.cast_succ, add_mul, one_mul, exp_add_smul, ih, pow_succ]
  have hY := hp (m + 1)
  have hc : N * (t / N) = t := by field_simp
  rw [← hN, hc] at hY
  have hs : ‖(t / N) • (A + B)‖ ≤ |t / N| * (‖A‖ + ‖B‖) :=
    (norm_smul_le _ _).trans (mul_le_mul_of_nonneg_left (norm_add_le A B) (abs_nonneg _))
  have tele := norm_pow_sub_pow_le (strang_jet A B (t / N)).zeroth (exp_jet hs).zeroth m
  have loc := local_error A B (t / N)
  have hr : |t / N| * (‖A‖ + ‖B‖) = |t| * (‖A‖ + ‖B‖) / N := by
    rw [abs_div, abs_of_pos hpos]; ring
  rw [hr] at tele loc
  rw [hm] at tele
  rw [hY]
  generalize |t| * (‖A‖ + ‖B‖) = R at *
  have hE : Real.exp R = Real.exp (R / N) ^ (m + 1) := by
    rw [← Real.exp_nat_mul, ← hN]
    congr 1
    field_simp
  have hq : N / N ^ 3 = 1 / N ^ 2 := by field_simp
  calc _ ≤ N * Real.exp (R / N) ^ m * ((R / N) ^ 3 / 3 * Real.exp (R / N)) :=
        tele.trans (mul_le_mul_of_nonneg_left loc (by positivity))
    _ = R ^ 3 * Real.exp (R / N) ^ (m + 1) / 3 * (N / N ^ 3) := by
        rw [div_pow, pow_succ (Real.exp (R / N)) m]; ring
    _ = R ^ 3 * Real.exp R / 3 / N ^ 2 := by rw [hq, hE]; ring

end

end StrangSplitting
```

```lean
#print axioms StrangSplitting.strang_reversible
#print axioms StrangSplitting.strang_global_error
```

```
'StrangSplitting.strang_reversible' depends on axioms: [propext, Classical.choice, Quot.sound]
'StrangSplitting.strang_global_error' depends on axioms: [propext, Classical.choice, Quot.sound]
```

`Jet z p q r` is the expansion defined above; its last three fields are the bounds by T₁, T₂ and T₃. In `exp_jet`, the statement `key` compares the algebra series with the scalar series of `hasSum_real_exp` term by term, after the first N + 1 terms. The cases N = 0, 1, 2 supply the three fields.

`Jet.mul` is the product rule. `noncomm_ring` verifies the three identities without commuting any factors, and `linarith` combines the norm bounds. `strang_jet` applies the rule twice, and `module` collects the first- and second-order parts.

`local_error` proves the factorial comparison as `hk`, sums it to obtain `tail`, and uses the triangle inequality through the common quadratic polynomial.

`norm_pow_sub_pow_le` builds the telescoping sum by induction, one term at a time. Its facts `left` and `right` are the bounds for multiplication by X and by powers of Y.

`exp_add_smul` composes evolutions under a single generator. It gives the pairwise cancellations in `strang_reversible`, and in `strang_global_error` it writes the exact propagator as n equal steps. The closing `calc` there inserts the local error into the telescoping bound and collects the powers of n.
